# The one-dimensional free imaginary-time kernel, summed over its periodic images, integrates to 1 over one cell

When I add a bead to the open end of a path in a path-integral simulation of a free particle in a one-dimensional periodic box, I draw a Gaussian displacement from the neighbouring bead and wrap the end point back into the cell. The density of the wrapped point should be the free kernel summed over all images of the end point:

∑ₙ K_t(x, y + nL), with n running over all integers.

Here x is the old position, y the new one, L the length of the cell and t the imaginary time of the step. I take it for granted that this series converges, that it has period L in y, and that it still integrates to 1 over a single cell, so that no extra normalisation factor is needed. Can all three claims be proved rigorously, with the exchange of sum and integral justified, and checked by machine?

## The translated cells cover the line exactly once

Yes, for every mass m > 0, every t > 0 and every L > 0. In units with ħ = 1 the free kernel on the line is

K_t(x, y) = √(m/(2πt)) exp(−m(x − y)²/(2t)).

**Convergence.** Write d = x − y. The image with index n has the exponent −m(d − nL)²/(2t). Compare it with the simpler expression md²/(2t) − mL²n²/(4t). The difference between the two is

md²/(2t) − mL²n²/(4t) + m(d − nL)²/(2t)
= (m/(2t)) (2d² − 2dnL + n²L²/2)
= (m/t) (d − nL/2)² ≥ 0.

With c = mL²/(4t) > 0 this gives the bound

0 ≤ K_t(x, y + nL) ≤ √(m/(2πt)) exp(md²/(2t)) exp(−cn²).

For n = 0, 1, 2, … we have n ≤ n², hence exp(−cn²) ≤ (exp(−c))ⁿ, which is a term of a convergent geometric series. The negative indices give the same values. The image series therefore converges for all real x and y.

**Periodicity.** Moving y by one cell only relabels the images:

∑ₙ K_t(x, y + L + nL) = ∑ₙ K_t(x, y + (n + 1)L) = ∑ₖ K_t(x, y + kL).

**Folding the line into one cell.** Let F be any integrable function on the line. Substituting z = y + nL in each term gives

∑ₙ ∫₀ᴸ F(y + nL) dy = ∑ₙ ∫ F(z) dz over nL < z ≤ (n + 1)L = ∫ F(z) dz over the whole line.

The same identity for |F| shows that the integrals of |F(y + nL)| over the cell have a finite sum. This absolute convergence permits the exchange of sum and integral, so

∫₀ᴸ ∑ₙ F(y + nL) dy = ∫ F(z) dz.

**Normalisation.** The Gaussian integral with a = m/(2t) is √(π/a) = √(2πt/m). Multiplied by the prefactor √(m/(2πt)) it gives 1. Taking F(y) = K_t(x, y) in the folding identity carries this value over to the ring.

Two consequences follow from the same argument. If f has period L, then f(y + nL) = f(y), and folding the product K_t(x, y) f(y) gives

∫₀ᴸ (∑ₙ K_t(x, y + nL)) f(y) dy = ∫ K_t(x, y) f(y) dy over the whole line,

provided that the integrand on the right is integrable. Secondly, let pₙ be the integral of K_t(x, y + nL) over the cell. These weights are strictly positive and add up to 1. A finite set S of integers omits some k, so the weights in S add up to at most 1 − pₖ, which is less than 1.

## What the Lean theorems say about the ring

`freeKernel m t x y` is the Gaussian above, with all arguments real. `periodicKernel m L t x y` is its sum over every integer n; note that L comes before t in the argument list. The cell runs from 0 to L, and `∫ y in (0 : ℝ)..L` is the integral over it.

The main theorem, `periodicKernel_normalised`, assumes `0 < m`, `0 < t` and `0 < L`, fixes an arbitrary real x, and states three things: the image series is summable for every y, `periodicKernel` is unchanged when y becomes y + L, and its integral over the cell equals 1. Summability is stated separately because Lean gives the infinite sum `∑'` the value 0 when the series diverges. It also means that the images may be added in any order.

`periodicKernel_apply` is the statement about periodic functions. It needs `0 < L`, but not the signs of m and t, since integrability of the product is a hypothesis. The function f is real-valued. `truncated_images_lt_one` says that the images in any finite set S, chosen independently of y, integrate to strictly less than 1. It does not estimate how small the deficit is.

The physical model is one free particle in one dimension with strictly periodic boundary conditions. There is no potential, no exchange of identical particles and no Bloch phase on crossing the boundary. The kernel is defined by its Gaussian formula and not derived from a Hamiltonian. For this non-interacting model, the result confirms that a wrapped Gaussian step in a path-integral simulation has a normalised density with the same prefactor as on the open line.

```lean
import Mathlib

open MeasureTheory Set

namespace PeriodicFreeKernel

noncomputable section

/-- The imaginary-time kernel of a free particle of mass `m` on the line, in units with `ħ = 1`. -/
def freeKernel (m t x y : ℝ) : ℝ :=
  √(m / (2 * Real.pi * t)) * Real.exp (-(m * (x - y) ^ 2 / (2 * t)))

/-- The kernel on a ring of length `L`: the sum of the free kernel over all periodic images
of the end point. -/
def periodicKernel (m L t x y : ℝ) : ℝ :=
  ∑' n : ℤ, freeKernel m t x (y + n * L)

/-- A Gaussian summed over all integers converges. -/
theorem summable_gaussian_int {c : ℝ} (hc : 0 < c) :
    Summable (fun n : ℤ => Real.exp (-c * (n : ℝ) ^ 2)) := by
  have h : Summable (fun n : ℕ => Real.exp (-c * (n : ℝ) ^ 2)) := by
    refine Summable.of_nonneg_of_le (fun n => (Real.exp_pos _).le) (fun n => ?_)
      (summable_geometric_of_lt_one (Real.exp_pos (-c)).le
        (Real.exp_lt_one_iff.mpr (neg_lt_zero.mpr hc)))
    -- compare with a geometric series, using `n ≤ n ^ 2`
    rw [← Real.exp_nat_mul]
    apply Real.exp_le_exp.mpr
    have hn : (n : ℝ) ≤ (n : ℝ) ^ 2 := by
      exact_mod_cast Nat.le_self_pow two_ne_zero n
    have := mul_le_mul_of_nonneg_left hn hc.le
    linarith
  apply Summable.of_nat_of_neg
  · simpa using h
  · simpa using h

/-- The series of periodic images of the free kernel converges for all end points. -/
theorem summable_images {m t L : ℝ} (hm : 0 < m) (ht : 0 < t) (hL : 0 < L) (x y : ℝ) :
    Summable (fun n : ℤ => freeKernel m t x (y + n * L)) := by
  have hc : 0 < m * L ^ 2 / (4 * t) := by positivity
  refine Summable.of_nonneg_of_le (fun n => ?_) (fun n => ?_)
    (((summable_gaussian_int hc).mul_left (Real.exp (m * (x - y) ^ 2 / (2 * t)))).mul_left
      (√(m / (2 * Real.pi * t))))
  · unfold freeKernel
    positivity
  · unfold freeKernel
    apply mul_le_mul_of_nonneg_left _ (Real.sqrt_nonneg _)
    rw [← Real.exp_add]
    apply Real.exp_le_exp.mpr
    -- the difference of the exponents is a complete square
    have h : 0 ≤ m / t * (x - y - n * L / 2) ^ 2 := by positivity
    have e : m * (x - y) ^ 2 / (2 * t) + -(m * L ^ 2 / (4 * t)) * (n : ℝ) ^ 2
        - -(m * (x - (y + n * L)) ^ 2 / (2 * t)) = m / t * (x - y - n * L / 2) ^ 2 := by
      field_simp
      ring
    linarith

/-- The free kernel is integrable in its end point and its integral over the line is one. -/
theorem freeKernel_normalised {m t : ℝ} (hm : 0 < m) (ht : 0 < t) (x : ℝ) :
    Integrable (freeKernel m t x) ∧ ∫ y, freeKernel m t x y = 1 := by
  have hb : 0 < m / (2 * t) := by positivity
  have e : freeKernel m t x = fun y =>
      √(m / (2 * Real.pi * t)) * Real.exp (-(m / (2 * t)) * (y - x) ^ 2) := by
    funext y
    have h : -(m * (x - y) ^ 2 / (2 * t)) = -(m / (2 * t)) * (y - x) ^ 2 := by ring
    rw [freeKernel, h]
  rw [e]
  refine ⟨((integrable_exp_neg_mul_sq hb).comp_sub_right x).const_mul _, ?_⟩
  rw [integral_const_mul,
    integral_sub_right_eq_self (fun y : ℝ => Real.exp (-(m / (2 * t)) * y ^ 2)) x,
    integral_gaussian, ← Real.sqrt_mul (by positivity)]
  have h : m / (2 * Real.pi * t) * (Real.pi / (m / (2 * t))) = 1 := by
    have := Real.pi_ne_zero
    field_simp
  rw [h, Real.sqrt_one]

/-- The integral of a function over the line is the sum of the integrals of its translates
over one cell of length `L`. -/
theorem hasSum_cells {F : ℝ → ℝ} (hF : Integrable F) {L : ℝ} (hL : 0 < L) :
    HasSum (fun n : ℤ => ∫ y in (0 : ℝ)..L, F (y + n * L)) (∫ y, F y) := by
  -- rescale to cells of unit length
  have h := ((hF.comp_mul_left' hL.ne').hasSum_intervalIntegral_comp_add_int).mul_left L
  have hn : ∀ n : ℤ, ∫ y in (0 : ℝ)..L, F (y + n * L)
      = L * ∫ u in (0 : ℝ)..1, F (L * (u + n)) := by
    intro n
    have e := intervalIntegral.smul_integral_comp_mul_left (a := 0) (b := 1)
      (fun y => F (y + n * L)) L
    simp only [mul_zero, mul_one, smul_eq_mul] at e
    rw [← e]
    congr 1
    apply intervalIntegral.integral_congr
    intro u _
    show F (L * u + n * L) = F (L * (u + n))
    congr 1
    ring
  have hi : ∫ y, F y = L * ∫ u, F (L * u) := by
    rw [Measure.integral_comp_mul_left F L, abs_of_pos (inv_pos.mpr hL), smul_eq_mul,
      mul_inv_cancel_left₀ hL.ne']
  rw [hi, funext hn]
  exact h

/-- Summing a function over its periodic images and integrating over one cell gives its
integral over the whole line. -/
theorem integral_images {F : ℝ → ℝ} (hF : Integrable F) {L : ℝ} (hL : 0 < L) :
    ∫ y in (0 : ℝ)..L, ∑' n : ℤ, F (y + n * L) = ∫ y, F y := by
  have hint : ∀ n : ℤ, Integrable (fun y => F (y + n * L)) (volume.restrict (Ioc 0 L)) :=
    fun n => (hF.comp_add_right _).integrableOn
  have hs : Summable (fun n : ℤ => ∫ y in Ioc 0 L, ‖F (y + n * L)‖) := by
    have h := (hasSum_cells hF.norm hL).summable
    simpa only [intervalIntegral.integral_of_le hL.le] using h
  -- absolute convergence allows the exchange of sum and integral
  have h1 := hasSum_integral_of_summable_integral_norm hint hs
  have h2 := hasSum_cells hF hL
  simp only [intervalIntegral.integral_of_le hL.le] at h2 ⊢
  exact h1.unique h2

/-- The image series converges for all end points, its sum is `L`-periodic in the end point,
and it integrates to one over a single cell. -/
theorem periodicKernel_normalised {m t L : ℝ} (hm : 0 < m) (ht : 0 < t) (hL : 0 < L) (x : ℝ) :
    (∀ y, Summable (fun n : ℤ => freeKernel m t x (y + n * L))) ∧
    (∀ y, periodicKernel m L t x (y + L) = periodicKernel m L t x y) ∧
    ∫ y in (0 : ℝ)..L, periodicKernel m L t x y = 1 := by
  refine ⟨summable_images hm ht hL x, fun y => ?_, ?_⟩
  · -- a shift by one cell only relabels the images
    unfold periodicKernel
    rw [← (Equiv.addRight (1 : ℤ)).tsum_eq (fun n : ℤ => freeKernel m t x (y + n * L))]
    apply tsum_congr
    intro n
    congr 1
    simp only [Equiv.coe_addRight, Int.cast_add, Int.cast_one]
    ring
  · obtain ⟨hi, h1⟩ := freeKernel_normalised hm ht x
    exact (integral_images hi hL).trans h1

/-- On an `L`-periodic function, the periodic kernel integrated over one cell acts as the free
kernel integrated over the whole line. -/
theorem periodicKernel_apply {m t L : ℝ} (hL : 0 < L) (x : ℝ) {f : ℝ → ℝ}
    (hf : Function.Periodic f L) (hi : Integrable (fun y => freeKernel m t x y * f y)) :
    ∫ y in (0 : ℝ)..L, periodicKernel m L t x y * f y = ∫ y, freeKernel m t x y * f y := by
  rw [← integral_images hi hL]
  apply intervalIntegral.integral_congr
  intro y _
  show periodicKernel m L t x y * f y
    = ∑' n : ℤ, freeKernel m t x (y + n * L) * f (y + n * L)
  have h : ∀ n : ℤ, f (y + n * L) = f y := fun n => hf.int_mul n y
  simp only [h]
  rw [tsum_mul_right, periodicKernel]

/-- Any finite set of periodic images integrates to strictly less than one over the cell. -/
theorem truncated_images_lt_one {m t L : ℝ} (hm : 0 < m) (ht : 0 < t) (hL : 0 < L) (x : ℝ)
    (S : Finset ℤ) :
    ∫ y in (0 : ℝ)..L, ∑ n ∈ S, freeKernel m t x (y + n * L) < 1 := by
  have hc : ∀ n : ℤ, IntervalIntegrable (fun y => freeKernel m t x (y + n * L)) volume 0 L := by
    intro n
    apply Continuous.intervalIntegrable
    unfold freeKernel
    fun_prop
  have hpos : ∀ n : ℤ, 0 < ∫ y in (0 : ℝ)..L, freeKernel m t x (y + n * L) := by
    intro n
    refine intervalIntegral.intervalIntegral_pos_of_pos (hc n) (fun y => ?_) hL
    unfold freeKernel
    positivity
  obtain ⟨hi, h1⟩ := freeKernel_normalised hm ht x
  have h := hasSum_cells hi hL
  rw [h1] at h
  -- some image `k` is left out, and it carries positive weight
  obtain ⟨k, hk⟩ := Infinite.exists_notMem_finset S
  have hle := sum_le_hasSum (insert k S) (fun n _ => (hpos n).le) h
  rw [Finset.sum_insert hk] at hle
  rw [intervalIntegral.integral_finsetSum (fun n _ => hc n)]
  linarith [hpos k]

end

end PeriodicFreeKernel
```

```lean
#print axioms PeriodicFreeKernel.periodicKernel_normalised
#print axioms PeriodicFreeKernel.periodicKernel_apply
#print axioms PeriodicFreeKernel.truncated_images_lt_one
```

```
'PeriodicFreeKernel.periodicKernel_normalised' depends on axioms: [propext, Classical.choice, Quot.sound]
'PeriodicFreeKernel.periodicKernel_apply' depends on axioms: [propext, Classical.choice, Quot.sound]
'PeriodicFreeKernel.truncated_images_lt_one' depends on axioms: [propext, Classical.choice, Quot.sound]
```

## From the Gaussian bound to the folded integral

`summable_gaussian_int` proves that exp(−cn²) is summable over the integers. It first treats the natural numbers by comparison with the geometric series, using n ≤ n², and then joins the two halves of the integers with `Summable.of_nat_of_neg`.

`summable_images` carries out the comparison for the kernel. The equation named `e` is the completed square from the derivation, confirmed by `field_simp` and `ring`. The fact `h` says that the square is non-negative, and `linarith` turns the two into the inequality between exponents.

`freeKernel_normalised` proves integrability together with the value 1. It rewrites the exponent in terms of (y − x)², shifts the integration variable by x, and applies Mathlib's `integral_gaussian`. The two square roots are merged into one, whose argument simplifies to 1.

`hasSum_cells` cuts the line into cells. Mathlib already has this decomposition for cells of length 1, so the proof substitutes y = Lu. The step `hn` rescales the integral over each cell and `hi` rescales the integral over the line. Both acquire the same factor L.

`integral_images` is the folding identity, and `periodicKernel_normalised` assembles the results. For periodicity it uses `Equiv.addRight (1 : ℤ)`, the bijection n ↦ n + 1 of the integers, which is the relabelling of images done by hand. For normalisation it applies `integral_images` to the free kernel and inserts the value 1.

In `periodicKernel_apply`, periodicity replaces each f(y + nL) by f(y), and `tsum_mul_right` takes this common factor out of the sum. In `truncated_images_lt_one`, the omitted image k is added to S. The enlarged finite sum is still at most 1 by `sum_le_hasSum`, and removing the positive weight of k leaves a strict inequality.

## Exchanging sum and integral with `hasSum_integral_of_summable_integral_norm`

The proof turns on this Mathlib theorem. For a countable family of functions it asks for two things: each function is integrable, and the integrals of their norms form a summable series. It then concludes that the individual integrals sum to the integral of the summed function.

In `integral_images` the family consists of the translates y ↦ F(y + nL), restricted to the cell. The first condition holds because a translate of an integrable function is integrable. The second comes from `hasSum_cells` applied to the norm of F, which is integrable whenever F is.

`hasSum_cells` is then used again, this time for F itself. The same series of cell integrals now has two known sums: the integral over the cell of the summed images, and the integral of F over the line. A series of real numbers has only one sum, so `h1.unique h2` equates them and finishes the proof.

This route needs no uniform convergence of the image series and no continuity of F. The folding identity therefore holds for every integrable function, which is what allows `periodicKernel_apply` to use it for the product of the kernel with f.

## A cell of length zero

The condition L > 0 matters for both convergence and normalisation. Take m = t = 1, x = y = 0 and L = 0. Every image then sits at the same point, and every term of the series equals

K₁(0, 0) = 1/√(2π) ≈ 0.399.

Infinitely many copies of this positive number have no finite sum, so convergence fails. Normalisation fails as well, because an integral from 0 to 0 is 0 and not 1.
